# The Gram determinant of three quons in distinct modes is $(1-q^2)^6(1-q^6)$

To expand a three-quon state in the six ordered products of creation operators, one computes its overlaps with these products and solves a linear system. The matrix of that system holds the mutual overlaps of the six products, and the coefficients are unique exactly when its determinant is nonzero. For real $q$ this fails only at $q=1$ and $q=-1$.

## Overlaps from the quon relation

Quons are particles whose operators obey
$$a_i a_j^\dagger - q\,a_j^\dagger a_i=\delta_{ij},\qquad a_i|0\rangle=0,$$
with a real parameter $q$ and a vacuum $|0\rangle$ of norm one. The value $q=1$ gives the Bose commutator and $q=-1$ the Fermi anticommutator. Between these values no relation exchanges two creation operators, so different orderings can give different states.

Number three distinct modes $0,1,2$. A permutation $\sigma$ assigns the mode $\sigma(k)$ to position $k$ and defines
$$\psi_\sigma=a^\dagger_{\sigma(0)}a^\dagger_{\sigma(1)}a^\dagger_{\sigma(2)}|0\rangle .$$
In $\langle\psi_\sigma,\psi_\tau\rangle$ the annihilator $a_{\sigma(0)}$ stands next to the creation operators of $\psi_\tau$. It moves to the right and picks up a factor $q$ for each mode that precedes $\sigma(0)$ in $\tau$; then it contracts with its partner. The other two annihilators follow in the same way. The total power of $q$ is the number of pairs of modes that $\sigma$ and $\tau$ arrange in opposite order, which is the number of inversions of $\sigma^{-1}\tau$:
$$M_{\sigma\tau}=\langle\psi_\sigma,\psi_\tau\rangle=q^{\operatorname{inv}(\sigma^{-1}\tau)} .$$

## What the theorems say

`quonGram q` is the matrix $M$, with rows and columns labelled by `Perm (Fin 3)`, the permutations of $\{0,1,2\}$. The theorem `det_quonGram` gives its determinant for $q$ in any commutative ring.

The other results concern vectors in a complex inner product space `E`. The condition `IsThreeQuonFamily q ψ` says that six vectors, one for each ordering, have the overlaps $M$ with real $q$. It stands for the quon relation acting on the vacuum. The passage from that relation to the overlaps is the calculation above; in Lean the overlaps are assumed. Since $\operatorname{inv}$ of the identity is zero, the vectors are normalised.

For such a family:

- `linearIndependent_iff` says that the six vectors are linearly independent exactly when $q\neq1$ and $q\neq-1$.
- `bose_limit` says that at $q=1$ all six vectors are equal.
- `fermi_limit` says that at $q=-1$ one has $\psi_\sigma=\operatorname{sgn}(\sigma)\,\psi_1$, where the index $1$ is the identity permutation.

The theorem `isThreeQuonFamily_witness` supplies explicit families for $q=\cos2\theta$, hence for every $q$ in $[-1,1]$. For $|q|>1$ there are none, because two unit vectors cannot have an overlap of modulus $|q|$, and the independence statement is then empty.

In quantum mechanics the result tells when permuted products form a basis of the space they span, for three particles in three distinct modes with statistics between Bose and Fermi.

## The determinant by hand

Let $c$ be the cyclic permutation $k\mapsto k+1$ modulo 3 and $r$ the reversal that exchanges $0$ and $2$. List the orderings as $1,c,c^2,r,cr,c^2r$. Two different orderings of equal parity differ by a 3-cycle, which has two inversions. Orderings of opposite parity differ by a transposition: the reversal has three inversions, the other two have one each. Hence
$$M=\begin{pmatrix}A&B\\B&A\end{pmatrix},$$
where $A$ has $1$ on the diagonal and $q^2$ elsewhere, and $B$ has $q^3$ on the diagonal and $q$ elsewhere.

Add the second block row to the first, then subtract the first block column from the second:
$$\begin{pmatrix}1&1\\0&1\end{pmatrix}\begin{pmatrix}A&B\\B&A\end{pmatrix}\begin{pmatrix}1&-1\\0&1\end{pmatrix}=\begin{pmatrix}A+B&0\\B&A-B\end{pmatrix}.$$
The outer factors have determinant 1, so $\det M=\det(A+B)\det(A-B)$, with no division by two.

A $3\times3$ matrix with $d$ on the diagonal and $e$ elsewhere has determinant $(d-e)^2(d+2e)$: add the last two columns to the first, then subtract the first row from the others. For $A+B$ we have $d=1+q^3$ and $e=q+q^2$, so
$$d-e=(1-q)^2(1+q),\qquad d+2e=(1+q)(1+q+q^2).$$
The values for $A-B$ follow from $q\to-q$. Multiplying everything gives
$$\det M=(1-q^2)^7(1+q^2+q^4)=(1-q^2)^6(1-q^6).$$

## Independence and the two limits

Let $\sum_\tau g_\tau\psi_\tau=0$. The inner product with each $\psi_\sigma$ gives $\sum_\tau M_{\sigma\tau}g_\tau=0$. For real $q\neq\pm1$ the factor $1-q^2$ is nonzero and $1+q^2+q^4$ is positive, so $\det M\neq0$ and all $g_\tau$ vanish.

At $q=\pm1$ every overlap $s=\langle\psi_\sigma,\psi_\tau\rangle$ is $1$ or $-1$, and
$$\|\psi_\sigma-s\psi_\tau\|^2=1-2s^2+s^2=1-s^2=0 .$$
Thus $\psi_\sigma=s\psi_\tau$. At $q=1$ always $s=1$; at $q=-1$ it is the sign of $\sigma^{-1}\tau$. In both cases $\psi_c=\psi_1$, so the family is dependent.

## Two quons in the same mode

Suppose that modes $0$ and $1$ are the same mode, and take $q=0$. The six labels still give unit vectors, but exchanging the two equal operators changes nothing, so the vectors coincide in pairs. They are dependent although $q\neq\pm1$. Normalisation alone is therefore not enough for the equivalence; some condition on the overlaps between different orderings is needed.

## The Lean file

```lean
import Mathlib

open Matrix Equiv

namespace ThreeQuonGram

noncomputable section

/-- The number of inversions of a permutation: pairs `i < j` whose images are in reversed order. -/
def inversions {n : ℕ} (σ : Perm (Fin n)) : ℕ :=
  (Finset.univ.filter fun p : Fin n × Fin n => p.1 < p.2 ∧ σ p.2 < σ p.1).card

/-- The overlap matrix of three quons in distinct modes, with entries `q ^ inv(σ⁻¹ τ)`. -/
def quonGram {R : Type*} [CommRing R] (q : R) : Matrix (Perm (Fin 3)) (Perm (Fin 3)) R :=
  fun σ τ => q ^ inversions (σ⁻¹ * τ)

/-- The six orderings: the three cyclic ones, then each of them composed with the reversal. -/
def ordering : Fin 3 ⊕ Fin 3 → Perm (Fin 3) :=
  Sum.elim (fun i => finRotate 3 ^ (i : ℕ)) (fun i => finRotate 3 ^ (i : ℕ) * swap 0 2)

/-- Overlaps between orderings of equal parity: `1` on the diagonal and `q ^ 2` elsewhere. -/
def evenBlock {R : Type*} [CommRing R] (q : R) : Matrix (Fin 3) (Fin 3) R :=
  fun i j => q ^ (if i = j then 0 else 2)

/-- Overlaps between orderings of opposite parity: `q ^ 3` on the diagonal and `q` elsewhere. -/
def oddBlock {R : Type*} [CommRing R] (q : R) : Matrix (Fin 3) (Fin 3) R :=
  fun i j => q ^ (if i = j then 3 else 1)

/-- A two-by-two block matrix with blocks of size three that is symmetric under exchange of its two
sectors has as determinant the product of the determinants of the sum and the difference of its
blocks. -/
theorem det_exchange_blocks {R : Type*} [CommRing R] (A B : Matrix (Fin 3) (Fin 3) R) :
    (fromBlocks A B B A).det = (A + B).det * (A - B).det := by
  -- pass to sums and differences of the sectors without dividing by two
  have h : fromBlocks 1 1 0 1 * fromBlocks A B B A * fromBlocks 1 (-1) 0 1
      = fromBlocks (A + B) 0 B (A - B) := by
    rw [fromBlocks_multiply, fromBlocks_multiply, fromBlocks_inj]
    refine ⟨?_, ?_, ?_, ?_⟩ <;> noncomm_ring
  have h2 := congrArg Matrix.det h
  simp only [det_mul, det_fromBlocks_zero₂₁, det_fromBlocks_zero₁₂, det_one,
    one_mul, mul_one] at h2
  exact h2

/-- Listed by parity, the three-quon overlap matrix has `evenBlock q` as both diagonal blocks and
`oddBlock q` as both off-diagonal blocks. -/
theorem quonGram_blocks {R : Type*} [CommRing R] (q : R) :
    (quonGram q).submatrix ordering ordering
      = fromBlocks (evenBlock q) (oddBlock q) (oddBlock q) (evenBlock q) := by
  have h : ∀ i j : Fin 3,
      inversions ((ordering (.inl i))⁻¹ * ordering (.inl j)) = (if i = j then 0 else 2) ∧
      inversions ((ordering (.inl i))⁻¹ * ordering (.inr j)) = (if i = j then 3 else 1) ∧
      inversions ((ordering (.inr i))⁻¹ * ordering (.inl j)) = (if i = j then 3 else 1) ∧
      inversions ((ordering (.inr i))⁻¹ * ordering (.inr j)) = (if i = j then 0 else 2) := by
    decide +kernel
  ext (i | i) (j | j)
  · exact congrArg (fun m => q ^ m) (h i j).1
  · exact congrArg (fun m => q ^ m) (h i j).2.1
  · exact congrArg (fun m => q ^ m) (h i j).2.2.1
  · exact congrArg (fun m => q ^ m) (h i j).2.2.2

/-- The three-quon Gram determinant is `(1 - q²)⁶ (1 - q⁶)` over every commutative ring. -/
theorem det_quonGram {R : Type*} [CommRing R] (q : R) :
    (quonGram q).det = (1 - q ^ 2) ^ 6 * (1 - q ^ 6) := by
  have hb : Function.Bijective ordering := by decide +kernel
  have h := det_submatrix_equiv_self (Equiv.ofBijective ordering hb) (quonGram q)
  rw [← h, Equiv.coe_ofBijective, quonGram_blocks, det_exchange_blocks]
  -- two determinants of size three remain
  have hp : (evenBlock q + oddBlock q).det
      = ((1 - q) ^ 2 * (1 + q)) ^ 2 * ((1 + q) * (1 + q + q ^ 2)) := by
    simp [det_fin_three, evenBlock, oddBlock]
    ring
  have hm : (evenBlock q - oddBlock q).det
      = ((1 + q) ^ 2 * (1 - q)) ^ 2 * ((1 - q) * (1 - q + q ^ 2)) := by
    simp [det_fin_three, evenBlock, oddBlock]
    ring
  rw [hp, hm]
  ring

variable {E : Type*} [NormedAddCommGroup E] [InnerProductSpace ℂ E]

/-- Six state vectors, one for each ordering of three distinct modes, whose overlaps are those
of quons with real parameter `q`. -/
def IsThreeQuonFamily (q : ℝ) (ψ : Perm (Fin 3) → E) : Prop :=
  ∀ σ τ, inner ℂ (ψ σ) (ψ τ) = quonGram (q : ℂ) σ τ

/-- Two unit vectors whose overlap, in either order, is a number `s` with `s² = 1` differ only
by the factor `s`. -/
theorem eq_smul_of_overlap {x y : E} {s : ℂ} (hx : inner ℂ x x = (1 : ℂ))
    (hy : inner ℂ y y = (1 : ℂ)) (hxy : inner ℂ x y = s) (hyx : inner ℂ y x = s)
    (hs : s * s = 1) : x = s • y := by
  -- the difference has norm zero
  rw [← sub_eq_zero, ← inner_self_eq_zero (𝕜 := ℂ)]
  simp only [inner_sub_left, inner_sub_right, inner_smul_left, inner_smul_right,
    hx, hy, hxy, hyx]
  linear_combination -hs

/-- At `q = 1` the three-quon state does not depend on the ordering of the modes. -/
theorem bose_limit {ψ : Perm (Fin 3) → E} (h : IsThreeQuonFamily 1 ψ) (σ τ : Perm (Fin 3)) :
    ψ σ = ψ τ := by
  have h1 : ∀ α β, inner ℂ (ψ α) (ψ β) = (1 : ℂ) := fun α β => by
    rw [h α β]
    simp [quonGram]
  simpa using eq_smul_of_overlap (h1 σ σ) (h1 τ τ) (h1 σ τ) (h1 τ σ) (one_mul 1)

/-- At `q = -1` reordering the modes multiplies the three-quon state by the sign of the
permutation. -/
theorem fermi_limit {ψ : Perm (Fin 3) → E} (h : IsThreeQuonFamily (-1) ψ)
    (σ : Perm (Fin 3)) : ψ σ = ((Perm.sign σ : ℤ) : ℂ) • ψ 1 := by
  have hsign : ∀ α : Perm (Fin 3), (-1 : ℤ) ^ inversions α = (Perm.sign α : ℤ) := by
    decide +kernel
  have h1 : ∀ α β, inner ℂ (ψ α) (ψ β) = ((Perm.sign (α⁻¹ * β) : ℤ) : ℂ) := fun α β => by
    rw [h α β, ← hsign]
    simp [quonGram]
  refine eq_smul_of_overlap ?_ ?_ ?_ ?_ ?_
  · rw [h1]; simp
  · rw [h1]; simp
  · rw [h1, mul_one, Perm.sign_inv]
  · rw [h1, inv_one, one_mul]
  · rw [← Int.cast_mul, ← Units.val_mul, Int.units_mul_self]; simp

/-- For real `q`, the six three-quon states in distinct modes are linearly independent exactly
when `q` is neither `1` nor `-1`. -/
theorem linearIndependent_iff {q : ℝ} {ψ : Perm (Fin 3) → E} (h : IsThreeQuonFamily q ψ) :
    LinearIndependent ℂ ψ ↔ q ≠ 1 ∧ q ≠ -1 := by
  have hne : finRotate 3 ≠ 1 := by decide +kernel
  constructor
  · -- at both exceptional values a cyclic reordering leaves the state unchanged
    intro hli
    refine ⟨fun hq => ?_, fun hq => ?_⟩
    · subst hq
      exact hne (hli.injective (bose_limit h _ _))
    · subst hq
      have hs : Perm.sign (finRotate 3) = 1 := by decide +kernel
      have hc := fermi_limit h (finRotate 3)
      rw [hs] at hc
      exact hne (hli.injective (by simpa using hc))
  · rintro ⟨h1, h2⟩
    have hq : 1 - q ^ 2 ≠ 0 := fun h0 => by
      have h3 : (q - 1) * (q + 1) = 0 := by linear_combination -h0
      rcases mul_eq_zero.mp h3 with h4 | h4
      · exact h1 (by linarith)
      · exact h2 (by linarith)
    have hr : (1 - q ^ 2) ^ 6 * (1 - q ^ 6) ≠ 0 := by
      have h6 : 1 - q ^ 6 = (1 - q ^ 2) * (1 + q ^ 2 + q ^ 4) := by ring
      rw [h6]
      exact mul_ne_zero (pow_ne_zero _ hq) (mul_ne_zero hq (by positivity))
    have hdet : (quonGram (q : ℂ)).det ≠ 0 := by
      rw [det_quonGram]
      exact_mod_cast hr
    rw [Fintype.linearIndependent_iff]
    intro g hg
    -- the coefficients of a vanishing superposition are annihilated by the Gram matrix
    have hv : quonGram (q : ℂ) *ᵥ g = 0 := by
      ext σ
      have h0 : inner ℂ (ψ σ) (∑ τ, g τ • ψ τ) = (0 : ℂ) := by rw [hg, inner_zero_right]
      rw [inner_sum] at h0
      simp only [inner_smul_right, h σ] at h0
      simpa only [Matrix.mulVec, dotProduct, mul_comm, Pi.zero_apply] using h0
    exact fun σ => congrFun (Matrix.eq_zero_of_mulVec_eq_zero hdet hv) σ

/-- Whether mode `p` stands before its cyclic successor in the ordering `σ`. -/
def precedes (σ : Perm (Fin 3)) (p : Fin 3) : Bool := decide (σ⁻¹ p < σ⁻¹ (p + 1))

/-- The two-component real vector `(cos θ, ± sin θ)`, whose sign records the order of a pair. -/
def amplitude (θ : ℝ) (o b : Bool) : ℝ :=
  if b then (if o then Real.sin θ else -Real.sin θ) else Real.cos θ

/-- The product, over the three pairs of modes, of the vectors recording their order. -/
def orderState (θ : ℝ) (σ : Perm (Fin 3)) : EuclideanSpace ℂ (Fin 3 → Bool) :=
  WithLp.toLp 2 fun k => ((∏ p, amplitude θ (precedes σ p) (k p) : ℝ) : ℂ)

/-- The explicit product vectors `orderState θ` have the three-quon overlaps with
`q = cos 2θ`. -/
theorem isThreeQuonFamily_witness (θ : ℝ) :
    IsThreeQuonFamily (Real.cos (2 * θ)) (orderState θ) := by
  intro σ τ
  have hpair : ∀ a b : Bool, ∑ k, amplitude θ a k * amplitude θ b k
      = if a = b then 1 else Real.cos (2 * θ) := by
    intro a b
    have h := Real.sin_sq_add_cos_sq θ
    cases a <;> cases b <;> simp [amplitude, Real.cos_two_mul] <;> nlinarith [h]
  -- inversions count the pairs that the two orderings arrange differently
  have hcount : ∀ α β : Perm (Fin 3),
      (Finset.univ.filter fun p => ¬ precedes α p = precedes β p).card
        = inversions (α⁻¹ * β) := by
    decide +kernel
  have hsum : ∑ k : Fin 3 → Bool, (∏ p, amplitude θ (precedes σ p) (k p)) *
      (∏ p, amplitude θ (precedes τ p) (k p))
        = Real.cos (2 * θ) ^ inversions (σ⁻¹ * τ) := by
    have hp := Finset.prod_univ_sum (fun _ : Fin 3 => (Finset.univ : Finset Bool))
      (fun p b => amplitude θ (precedes σ p) b * amplitude θ (precedes τ p) b)
    rw [Fintype.piFinset_univ] at hp
    simp only [← Finset.prod_mul_distrib]
    rw [← hp]
    simp only [hpair]
    rw [Finset.prod_ite, Finset.prod_const_one, one_mul, Finset.prod_const, hcount]
  unfold quonGram
  rw [← Complex.ofReal_pow, ← hsum, Complex.ofReal_sum, PiLp.inner_apply]
  refine Finset.sum_congr rfl fun k _ => ?_
  simp only [orderState, RCLike.inner_apply, Complex.conj_ofReal]
  push_cast
  ring

end

end ThreeQuonGram
```

```lean
#print axioms ThreeQuonGram.det_quonGram
#print axioms ThreeQuonGram.linearIndependent_iff
```

```
'ThreeQuonGram.det_quonGram' depends on axioms: [propext, Classical.choice, Quot.sound]
'ThreeQuonGram.linearIndependent_iff' depends on axioms: [propext, Classical.choice, Quot.sound]
```

## From block form to determinant

`det_exchange_blocks` is the block operation above. The intermediate fact `h` in its proof is the matrix identity, checked block by block with `noncomm_ring`, since $A$ and $B$ need not commute. Taking determinants of both sides gives the product formula.

`quonGram_blocks` establishes the block form. The names `evenBlock` and `oddBlock` refer to the relative parity of two orderings. All inversion counts are checked by `decide +kernel`, which evaluates the finitely many cases; $q$ enters only afterwards, when equal exponents give equal powers.

In `det_quonGram`, the list `ordering` is first shown to contain each permutation exactly once, so relabelling leaves the determinant unchanged. The facts `hp` and `hm` are the two $3\times3$ determinants in factored form. Here Lean expands them with `det_fin_three` and compares polynomials with `ring`, where the hand derivation used row and column operations.

## From overlaps to state vectors

`eq_smul_of_overlap` is the norm calculation for a complex number $s$ with $s^2=1$. Expanding the inner product of $x-sy$ with itself leaves $1-s^2$, and `linear_combination -hs` closes the goal. `bose_limit` applies it with $s=1$. For `fermi_limit`, the fact `hsign` identifies $(-1)^{\operatorname{inv}(\alpha)}$ with the sign of $\alpha$ for all six permutations.

In `linearIndependent_iff`, the forward direction uses that a linearly independent family has no repeated vectors. Both limits give the cyclic ordering `finRotate 3` and the identity the same vector, a contradiction. In the backward direction, `hr` shows that the real determinant is nonzero, and `hdet` carries this over to the complex numbers. The fact `hv` is the equation $Mg=0$, from which `Matrix.eq_zero_of_mulVec_eq_zero` gives $g=0$.

## Explicit vectors in eight dimensions

The witness assigns to each pair of modes $p,p+1$ (modulo 3) the real unit vector $(\cos\theta,\pm\sin\theta)$, whose sign records which mode comes first. `orderState` is the tensor product of the three vectors, written out in its eight components.

Two such factors have overlap $1$ if the orders agree and $\cos^2\theta-\sin^2\theta=\cos2\theta$ if they differ; this is `hpair`. The fact `hcount` says that the number of differing pairs is $\operatorname{inv}(\sigma^{-1}\tau)$. In `hsum`, the lemma `Finset.prod_univ_sum` turns the sum over eight components into a product of three two-term sums, which equals $(\cos2\theta)^{\operatorname{inv}(\sigma^{-1}\tau)}$. The remaining lines identify this real sum with the complex inner product.
